# The generalized Mulliken–Hush coupling of two electronic states with a non-scalar dipole matrix

In a donor–acceptor molecule, an electronic-structure calculation gives me two adiabatic states with energies E1 and E2, dipole moments m1 and m2, and a transition dipole m12 between them, where all three dipoles are signed components along one chosen axis. For electron transfer I want the coupling between two charge-localised states instead. The generalized Mulliken–Hush recipe takes these to be the mixtures of the two adiabatic states whose transition dipole vanishes, and it gives the modulus of their coupling as

|m12| |E2 − E1| / √((m1 − m2)² + 4 m12²).

I have seen this obtained by solving for a mixing angle. Does it hold for every orthogonal change of basis that makes the dipole matrix diagonal, and what happens when the square root is zero? I would like to see a rigorous argument that a proof assistant has checked.

## The coupling from a trace, a determinant and a commutator

It does hold for every such change of basis, rotation or reflection, provided that the expression under the root is positive. The mixing angle is not needed.

Write the energy and dipole matrices in the adiabatic basis, with rows separated by semicolons:

H = (E1, 0; 0, E2)

M = (m1, m12; m12, m2)

Let R be a real 2×2 matrix with RᵀR = 1. Since R is square, RRᵀ = 1 as well. In the new basis the observables are H′ = RᵀHR and M′ = RᵀMR. Suppose that M′ is diagonal with entries d₀ and d₁, the dipoles of the two diabatic states. Rows and columns are numbered 0 and 1, as in the code. H′ is symmetric because H is, so its two off-diagonal entries are equal; call them V. This is the diabatic coupling.

**The dipole difference.** The trace is cyclic and RRᵀ = 1, so

d₀ + d₁ = tr(RᵀMR) = tr(MRRᵀ) = m1 + m2.

The determinant is multiplicative and det(Rᵀ) det(R) = 1, so

d₀ d₁ = det M = m1 m2 − m12².

Therefore

(d₀ − d₁)² = (d₀ + d₁)² − 4 d₀ d₁ = (m1 + m2)² − 4 m1 m2 + 4 m12² = (m1 − m2)² + 4 m12².

Call the last expression s.

**The commutator.** Inserting RRᵀ = 1 between the factors gives H′M′ = RᵀHMR, and likewise for M′H′. Hence

H′M′ − M′H′ = Rᵀ(HM − MH)R,

and the two commutators have the same determinant. In the adiabatic basis,

HM − MH = (0, (E1 − E2) m12; (E2 − E1) m12, 0),

with determinant (E2 − E1)² m12². In the diabatic basis,

H′M′ − M′H′ = (0, V(d₁ − d₀); V(d₀ − d₁), 0),

with determinant V²(d₀ − d₁)² = V² s. Comparing the two,

V² s = ((E2 − E1) m12)².

If s > 0, taking roots and dividing by √s gives

|V| = |m12| |E2 − E1| / √s.

**The largest possible coupling.** The same identity gives

s((E2 − E1)² − 4V²) = (E2 − E1)² (s − 4 m12²) = (E2 − E1)² (m1 − m2)².

The right side is not negative and s > 0, so |V| ≤ |E2 − E1|/2. For E1 ≠ E2, equality holds exactly when m1 = m2.

**A suitable rotation exists.** For the rotation by θ, with R = (cos θ, −sin θ; sin θ, cos θ), the off-diagonal entry of M′ is

m12 (cos²θ − sin²θ) − (m1 − m2) sin θ cos θ.

Write m1 − m2 = r cos φ and 2 m12 = r sin φ, and choose θ = φ/2. The entry becomes (r/2)(sin φ cos φ − cos φ sin φ) = 0.

**When s = 0.** Then m1 = m2 and m12 = 0, so M is a multiple of the identity and every rotation leaves it diagonal. The coupling is then (E2 − E1) sin θ cos θ. For distinct energies this depends on θ, so the dipole condition no longer selects a coupling.

## The Lean file

```lean
import Mathlib

open Matrix

namespace GeneralizedMullikenHush

noncomputable section

/-- The electronic Hamiltonian of two states in its adiabatic basis. -/
def adiabaticH (E1 E2 : ℝ) : Matrix (Fin 2) (Fin 2) ℝ := !![E1, 0; 0, E2]

/-- The dipole matrix in the adiabatic basis: state dipoles `m1`, `m2` and transition
dipole `m12`. -/
def dipole (m1 m2 m12 : ℝ) : Matrix (Fin 2) (Fin 2) ℝ := !![m1, m12; m12, m2]

/-- The matrix of an observable `A` after the change of basis `R`. -/
def toDiabatic (R A : Matrix (Fin 2) (Fin 2) ℝ) : Matrix (Fin 2) (Fin 2) ℝ := Rᵀ * A * R

/-- The rotation of the two states by the mixing angle `θ`. -/
def rotation (θ : ℝ) : Matrix (Fin 2) (Fin 2) ℝ :=
  !![Real.cos θ, -Real.sin θ; Real.sin θ, Real.cos θ]

variable {R : Matrix (Fin 2) (Fin 2) ℝ} {E1 E2 m1 m2 m12 : ℝ}

/-- An orthogonal change of basis preserves the determinant of an observable. -/
theorem det_toDiabatic (hR : Rᵀ * R = 1) (A : Matrix (Fin 2) (Fin 2) ℝ) :
    (toDiabatic R A).det = A.det := by
  have h : Rᵀ.det * R.det = 1 := by rw [← Matrix.det_mul, hR, Matrix.det_one]
  unfold toDiabatic
  rw [Matrix.det_mul, Matrix.det_mul]
  linear_combination A.det * h

/-- The determinant of the commutator of two observables is the same in every
orthonormal basis. -/
theorem det_commutator (hR : Rᵀ * R = 1) (A B : Matrix (Fin 2) (Fin 2) ℝ) :
    (toDiabatic R A * toDiabatic R B - toDiabatic R B * toDiabatic R A).det
      = (A * B - B * A).det := by
  have hR' : R * Rᵀ = 1 := mul_eq_one_comm.mp hR
  -- the change of basis respects products
  have hmul : ∀ X Y, toDiabatic R X * toDiabatic R Y = toDiabatic R (X * Y) := by
    intro X Y
    unfold toDiabatic
    calc Rᵀ * X * R * (Rᵀ * Y * R) = Rᵀ * X * (R * Rᵀ) * Y * R := by
          simp only [mul_assoc]
      _ = Rᵀ * (X * Y) * R := by
          rw [hR', mul_one]
          simp only [mul_assoc]
  rw [hmul, hmul, ← det_toDiabatic hR (A * B - B * A)]
  simp only [toDiabatic, Matrix.mul_sub, Matrix.sub_mul]

/-- In every orthonormal basis that diagonalises the dipole matrix, the squared difference of the
two state dipoles is `(m1 - m2)² + 4 m12²`. -/
theorem diabatic_dipole_difference (hR : Rᵀ * R = 1)
    (hD : (toDiabatic R (dipole m1 m2 m12)).IsDiag) :
    (toDiabatic R (dipole m1 m2 m12) 0 0 - toDiabatic R (dipole m1 m2 m12) 1 1) ^ 2
      = (m1 - m2) ^ 2 + 4 * m12 ^ 2 := by
  have hR' : R * Rᵀ = 1 := mul_eq_one_comm.mp hR
  have h01 := hD (by decide : (0 : Fin 2) ≠ 1)
  have ht : (toDiabatic R (dipole m1 m2 m12)).trace = m1 + m2 := by
    unfold toDiabatic
    rw [Matrix.trace_mul_comm, ← mul_assoc, hR', one_mul]
    simp [dipole, Matrix.trace_fin_two]
  have hd : (toDiabatic R (dipole m1 m2 m12)).det = m1 * m2 - m12 * m12 := by
    rw [det_toDiabatic hR]
    simp [dipole, Matrix.det_fin_two]
  rw [Matrix.trace_fin_two] at ht
  rw [Matrix.det_fin_two] at hd
  -- the squared eigenvalue difference is trace² - 4 det
  linear_combination (toDiabatic R (dipole m1 m2 m12) 0 0
    + toDiabatic R (dipole m1 m2 m12) 1 1 + m1 + m2) * ht - 4 * hd
    - 4 * toDiabatic R (dipole m1 m2 m12) 1 0 * h01

/-- The squared diabatic coupling times `(m1 - m2)² + 4 m12²` equals the square of the product of
the adiabatic energy gap and the transition dipole. -/
theorem coupling_sq (hR : Rᵀ * R = 1)
    (hD : (toDiabatic R (dipole m1 m2 m12)).IsDiag) :
    (toDiabatic R (adiabaticH E1 E2) 0 1) ^ 2 * ((m1 - m2) ^ 2 + 4 * m12 ^ 2)
      = ((E2 - E1) * m12) ^ 2 := by
  have h01 := hD (by decide : (0 : Fin 2) ≠ 1)
  have h10 := hD (by decide : (1 : Fin 2) ≠ 0)
  -- the transformed Hamiltonian is symmetric
  have hT : (adiabaticH E1 E2)ᵀ = adiabaticH E1 E2 := by
    ext i j
    fin_cases i <;> fin_cases j <;> simp [adiabaticH]
  have hS : (toDiabatic R (adiabaticH E1 E2))ᵀ = toDiabatic R (adiabaticH E1 E2) := by
    simp only [toDiabatic, Matrix.transpose_mul, Matrix.transpose_transpose, hT,
      Matrix.mul_assoc]
  have hsym : toDiabatic R (adiabaticH E1 E2) 1 0 = toDiabatic R (adiabaticH E1 E2) 0 1 :=
    congrFun (congrFun hS 0) 1
  -- compare the commutator of energy and dipole in the two bases
  have hc := det_commutator hR (adiabaticH E1 E2) (dipole m1 m2 m12)
  have hK : (adiabaticH E1 E2 * dipole m1 m2 m12
      - dipole m1 m2 m12 * adiabaticH E1 E2).det = ((E2 - E1) * m12) ^ 2 := by
    rw [Matrix.det_fin_two]
    simp only [Matrix.sub_apply, Matrix.mul_apply, Fin.sum_univ_two]
    simp [adiabaticH, dipole]
    ring
  rw [hK, Matrix.det_fin_two] at hc
  simp only [Matrix.sub_apply, Matrix.mul_apply, Fin.sum_univ_two, h01, h10, hsym] at hc
  rw [← diabatic_dipole_difference hR hD]
  linear_combination hc

/-- **Generalized Mulliken-Hush formula**: if `(m1 - m2)² + 4 m12²` is positive, then in every
orthonormal basis that diagonalises the dipole matrix the electronic coupling has modulus `|m12| |E2
- E1| / √((m1 - m2)² + 4 m12²)`. -/
theorem generalized_mulliken_hush (hR : Rᵀ * R = 1)
    (hD : (toDiabatic R (dipole m1 m2 m12)).IsDiag)
    (hs : 0 < (m1 - m2) ^ 2 + 4 * m12 ^ 2) :
    |toDiabatic R (adiabaticH E1 E2) 0 1|
      = |m12| * |E2 - E1| / √((m1 - m2) ^ 2 + 4 * m12 ^ 2) := by
  have hpos := Real.sqrt_pos.mpr hs
  have hV := coupling_sq (E1 := E1) (E2 := E2) hR hD
  have h : |toDiabatic R (adiabaticH E1 E2) 0 1 * √((m1 - m2) ^ 2 + 4 * m12 ^ 2)|
      = |m12 * (E2 - E1)| := by
    apply (sq_eq_sq_iff_abs_eq_abs _ _).mp
    rw [mul_pow, Real.sq_sqrt hs.le]
    linear_combination hV
  rw [abs_mul, abs_mul, abs_of_pos hpos] at h
  rw [eq_div_iff hpos.ne', h]

/-- Every two-state dipole matrix is diagonalised by an orthogonal rotation through some
mixing angle. -/
theorem exists_diabatic_rotation (m1 m2 m12 : ℝ) :
    ∃ θ : ℝ, (rotation θ)ᵀ * rotation θ = 1 ∧
      (toDiabatic (rotation θ) (dipole m1 m2 m12)).IsDiag := by
  -- polar form of (m1 - m2) + 2 i m12; the mixing angle is half its phase
  obtain ⟨r, φ, h1, h2⟩ : ∃ r φ : ℝ, r * Real.cos φ = m1 - m2 ∧ r * Real.sin φ = 2 * m12 :=
    ⟨_, _, Complex.norm_mul_cos_arg ⟨m1 - m2, 2 * m12⟩,
      Complex.norm_mul_sin_arg ⟨m1 - m2, 2 * m12⟩⟩
  obtain ⟨θ, rfl⟩ : ∃ θ : ℝ, φ = 2 * θ := ⟨φ / 2, by ring⟩
  rw [Real.cos_two_mul'] at h1
  rw [Real.sin_two_mul] at h2
  have key : m12 * (Real.cos θ ^ 2 - Real.sin θ ^ 2)
      - (m1 - m2) * (Real.sin θ * Real.cos θ) = 0 := by
    linear_combination (-(1 / 2)) * (Real.cos θ ^ 2 - Real.sin θ ^ 2) * h2
      + Real.sin θ * Real.cos θ * h1
  refine ⟨θ, ?_, ?_⟩
  · have h := Real.sin_sq_add_cos_sq θ
    ext i j
    fin_cases i <;> fin_cases j <;>
      simp [rotation, Matrix.mul_apply, Fin.sum_univ_two] <;>
      first | ring1 | linear_combination h
  · intro i j hij
    fin_cases i <;> fin_cases j <;>
      simp [toDiabatic, rotation, dipole, Matrix.mul_apply, Fin.sum_univ_two] at hij ⊢ <;>
      linear_combination key

/-- If `(m1 - m2)² + 4 m12²` is positive, the modulus of the diabatic coupling is at most half the
adiabatic energy gap; for distinct energies it reaches this value exactly when the two adiabatic
state dipoles are equal. -/
theorem coupling_le_half_gap (hR : Rᵀ * R = 1)
    (hD : (toDiabatic R (dipole m1 m2 m12)).IsDiag)
    (hs : 0 < (m1 - m2) ^ 2 + 4 * m12 ^ 2) :
    |toDiabatic R (adiabaticH E1 E2) 0 1| ≤ |E2 - E1| / 2 ∧
      (E1 ≠ E2 → (|toDiabatic R (adiabaticH E1 E2) 0 1| = |E2 - E1| / 2 ↔ m1 = m2)) := by
  have hV := coupling_sq (E1 := E1) (E2 := E2) hR hD
  generalize toDiabatic R (adiabaticH E1 E2) 0 1 = V at hV ⊢
  have key : ((m1 - m2) ^ 2 + 4 * m12 ^ 2) * ((E2 - E1) ^ 2 - (2 * V) ^ 2)
      = ((E2 - E1) * (m1 - m2)) ^ 2 := by
    linear_combination (-4 : ℝ) * hV
  have habs : |2 * V| = 2 * |V| := by rw [abs_mul, abs_two]
  refine ⟨?_, fun hE => ⟨fun h => ?_, fun h => ?_⟩⟩
  · have hle : (2 * V) ^ 2 ≤ (E2 - E1) ^ 2 := by
      by_contra hn
      have hlt := mul_pos hs (sub_pos.mpr (not_le.mp hn))
      linarith [sq_nonneg ((E2 - E1) * (m1 - m2))]
    have h := sq_le_sq.mp hle
    linarith
  · have h2 : (2 * V) ^ 2 = (E2 - E1) ^ 2 :=
      (sq_eq_sq_iff_abs_eq_abs _ _).mpr (by linarith)
    rw [h2, sub_self, mul_zero] at key
    have h0 : (E2 - E1) * (m1 - m2) = 0 := pow_eq_zero_iff two_ne_zero |>.mp key.symm
    rcases mul_eq_zero.mp h0 with h3 | h3
    · exact absurd (sub_eq_zero.mp h3).symm hE
    · exact sub_eq_zero.mp h3
  · have h0 : ((E2 - E1) * (m1 - m2)) ^ 2 = 0 := by rw [h]; ring
    rw [h0] at key
    have h3 := (mul_eq_zero.mp key).resolve_left hs.ne'
    have h4 := (sq_eq_sq_iff_abs_eq_abs _ _).mp (sub_eq_zero.mp h3)
    linarith

/-- If the dipole matrix is a multiple of the identity, every rotation leaves it diagonal, and the
coupling after the rotation by `θ` is `(E2 - E1) sin θ cos θ`. -/
theorem degenerate_dipole (E1 E2 m θ : ℝ) :
    (toDiabatic (rotation θ) (dipole m m 0)).IsDiag ∧
      toDiabatic (rotation θ) (adiabaticH E1 E2) 0 1
        = (E2 - E1) * (Real.sin θ * Real.cos θ) := by
  constructor
  · intro i j hij
    fin_cases i <;> fin_cases j <;>
      simp [toDiabatic, rotation, dipole, Matrix.mul_apply, Fin.sum_univ_two] at hij ⊢ <;>
      ring
  · simp [toDiabatic, rotation, adiabaticH, Matrix.mul_apply, Fin.sum_univ_two]
    ring

end

end GeneralizedMullikenHush
```

```lean
#print axioms GeneralizedMullikenHush.generalized_mulliken_hush
-- 'GeneralizedMullikenHush.generalized_mulliken_hush' depends on axioms: [propext, Classical.choice, Quot.sound]
#print axioms GeneralizedMullikenHush.exists_diabatic_rotation
-- 'GeneralizedMullikenHush.exists_diabatic_rotation' depends on axioms: [propext, Classical.choice, Quot.sound]
#print axioms GeneralizedMullikenHush.coupling_le_half_gap
-- 'GeneralizedMullikenHush.coupling_le_half_gap' depends on axioms: [propext, Classical.choice, Quot.sound]
#print axioms GeneralizedMullikenHush.degenerate_dipole
-- 'GeneralizedMullikenHush.degenerate_dipole' depends on axioms: [propext, Classical.choice, Quot.sound]
```

## What the theorems say about the two states

In the code, the energy and the dipole are real matrices of type `Matrix (Fin 2) (Fin 2) ℝ`. The definition `adiabaticH` is H, `dipole` is M, and `toDiabatic R A` is RᵀAR. The columns of R hold the coefficients of the new states in the adiabatic basis, and `hR : Rᵀ * R = 1` says that these states are orthonormal.

The hypothesis `hD` says that the transformed dipole matrix is diagonal. This is the defining postulate of the method: when the transferred charge sits on well separated sites in the two states, their transition density is small, so their transition dipole is taken to be zero. The theorem assumes this condition and does not judge how well it describes a given molecule.

The hypothesis `hs` is s > 0. The conclusion of `generalized_mulliken_hush` concerns `toDiabatic R (adiabaticH E1 E2) 0 1`, the coupling V, and gives its modulus. The sign of V is left open, since it changes when one of the diabatic states is multiplied by −1. No order of the energies is assumed, and they may coincide, in which case V = 0.

The further theorems cover the remaining claims of the derivation:

- `exists_diabatic_rotation` shows that for any m1, m2 and m12 some rotation satisfies both `hR` and `hD`.
- `coupling_le_half_gap` gives the bound by half the gap and the condition for equality.
- `degenerate_dipole` treats s = 0. There Lean's convention for division by zero would make the right side of the formula 0, while the actual coupling can be nonzero.

The model has exactly two states with real coefficients, and the dipole is a single component along one chosen axis, not a vector. Mixing with further states, and any change of the diabatic states with nuclear geometry, are absent. Within this two-state model, the formula turns adiabatic energies and dipoles from an electronic-structure calculation into the coupling whose square enters the nonadiabatic electron-transfer rate.

## How the Lean proof follows the derivation

`det_toDiabatic` proves det(RᵀAR) = det A. It takes determinants of RᵀR = 1 and finishes with `linear_combination`, which checks that the goal follows from the given equation by ring algebra.

`det_commutator` contains the step that inserts RRᵀ. The equation RRᵀ = 1 comes from `mul_eq_one_comm`, and the local statement `hmul` says that the change of basis respects products. Both products in the commutator are rewritten with it. The previous lemma, used from right to left, replaces det(AB − BA) by det(Rᵀ(AB − BA)R), and distributing Rᵀ and R over the difference makes the two sides equal.

`diabatic_dipole_difference` obtains the trace as `ht` and the determinant as `hd`. The final `linear_combination` is the identity "squared difference equals squared trace minus four times the determinant". Its last term uses `h01`, the vanishing of an off-diagonal dipole entry, because the determinant of a general 2×2 matrix also contains the product of the off-diagonal entries.

`coupling_sq` is the centre of the argument and proves V² s = ((E2 − E1) m12)². The statement `hsym` records that H′ is symmetric, and `hK` computes the determinant of the adiabatic commutator. The diabatic commutator is then expanded entry by entry, with the off-diagonal dipoles set to zero. Rewriting s as the squared dipole difference leaves a polynomial identity. The lemma does not need s > 0.

`generalized_mulliken_hush` takes the root. It shows that V√s and m12(E2 − E1) have equal squares, and `sq_eq_sq_iff_abs_eq_abs` turns this into equality of moduli. Since √s is positive, it can be taken out of the modulus and moved to the denominator.

In `exists_diabatic_rotation`, r and φ are the norm and argument of the complex number (m1 − m2) + 2i m12. The double-angle formulas express `h1` and `h2` through θ, and `key` is the vanishing of the off-diagonal dipole. The remaining lines check orthogonality and diagonality entry by entry.

`coupling_le_half_gap` first replaces the matrix entry by a plain real number `V`, since only `coupling_sq` is needed about it. Its `key` is the identity for s((E2 − E1)² − 4V²) derived above. The bound follows by contradiction: if 4V² exceeded the squared gap, the left side would be negative and the right side a square. For equality, `key` reduces to (E2 − E1)(m1 − m2) = 0 in one direction. In the other, m1 = m2 makes the right side zero, and s > 0 forces 4V² = (E2 − E1)².

`degenerate_dipole` multiplies out the matrices for the explicit rotation and reads off the entries.
